# The differential virial theorem and the Pauli force for non-interacting orbitals in one dimension

Take finitely many real functions $\phi_i(x)$ on the whole real line, each a solution of the Schrödinger equation in atomic units,

$$-\tfrac12\phi_i'' + v\,\phi_i = \varepsilon_i\,\phi_i ,$$

with one common potential $v(x)$ and real energies $\varepsilon_i$. A prime is a derivative with respect to $x$. With real occupations $f_i$, define

$$n=\sum_i f_i\phi_i^2,\qquad \tau=\tfrac12\sum_i f_i\phi_i'^2,\qquad \tau_W=\frac{n'^2}{8n}.$$

These are the density, the kinetic energy density and its von Weizsäcker part. The form of $\tau$ matters: the Laplacian form $-\tfrac12\sum_i f_i\phi_i\phi_i''$ equals $\tau-n''/4$, and inserting it below without that correction gives wrong forces wherever $n'''\neq0$.

The Pauli potential $v_P$ enters through the Euler equation for the amplitude $\sqrt n$,

$$-\tfrac12(\sqrt n)''+(v+v_P)\sqrt n=\mu\sqrt n .$$

For $n>0$ this is $v+v_P=\mu+w$, with $w=(\sqrt n)''/(2\sqrt n)$. The constant $\mu$ stands for the chemical potential. Changing it shifts $v_P$ by a constant and leaves the Pauli force $-v_P'$ unchanged.

## Two local force balances

If $v$ is differentiable, then at every point

$$n\,v'=\tfrac14 n'''-2\tau' .$$

This is the differential virial theorem for non-interacting particles; $v$ is the complete potential acting on the orbitals, and there is no separate electron-electron term. If also $n>0$ everywhere and $v_P$ satisfies the Euler equation, then $v_P$ is differentiable and

$$n\,v_P'=2\,(\tau-\tau_W)' .$$

## Checking orbitals and Pauli potentials point by point

An orbital-free code that solves for $\sqrt n$ needs a Pauli potential. In one dimension, with non-interacting reference orbitals available, the second identity gives the slope of that potential from $n$ and $\tau$, without differentiating an energy functional. The first identity gives a pointwise residual for an orbital solver.

In a self-consistent calculation, $v$ must be the potential for which the orbitals were solved. Before convergence this is the input potential, not the one rebuilt from the new density. On a grid, the residual also contains the discretisation error, including that of the third derivative of $n$.

## From the orbital equation to the Pauli force

The Schrödinger equation gives $\phi_i''=2(v-\varepsilon_i)\phi_i$. Differentiating $\tau$ and $n$,

$$\tau'=\sum_i f_i\phi_i'\phi_i''=2\sum_i f_i(v-\varepsilon_i)\phi_i\phi_i',\qquad n'=2\sum_i f_i\phi_i\phi_i' .$$

A second derivative of the density gives

$$n''=2\sum_i f_i\phi_i'^2+2\sum_i f_i\phi_i\phi_i''=4\tau+4\sum_i f_i(v-\varepsilon_i)\phi_i^2 .$$

The right-hand side is differentiable because $v$ is, so $n'''$ exists:

$$n'''=4\tau'+4v'n+8\sum_i f_i(v-\varepsilon_i)\phi_i\phi_i'=4nv'+8\tau' .$$

The last sum, with its factor 8, is $4\tau'$. Dividing by 4 and rearranging gives the first force balance.

Now let $n>0$ and $s=\sqrt n$. Then $s'=n'/(2s)$ and $s''=n''/(2s)-n'^2/(4s^3)$, so

$$w=\frac{s''}{2s}=\frac{n''}{4n}-\frac{n'^2}{8n^2}.$$

Differentiating and multiplying by $n$,

$$n\,w'=\frac{n'''}4-\frac{n'n''}{2n}+\frac{n'^3}{4n^2}.$$

On the other side,

$$2\tau_W'=\frac{n'n''}{2n}-\frac{n'^3}{4n^2},$$

and therefore $n\,w'=n'''/4-2\tau_W'$. Since $v_P=\mu+w-v$, subtracting the two balances removes $n'''$:

$$n\,v_P'=n\,w'-n\,v'=2\tau'-2\tau_W' .$$

The Lean proof takes the same route:

- `hasDerivAt_kinetic`, `hasDerivAt_density` and `hasDerivAt_deriv_density` compute $\tau'$, $n'$ and $n''$ term by term. Where $\phi_i''$ appears, `linear_combination` adds a suitable multiple of the Schrödinger equation to eliminate it.
- `hasDerivAt_deriv2_density` computes $n'''$, and `differential_virial` rearranges the result.
- `amplitudeTerm_eq` proves the formula for $w$. Its inner statement `key` is the algebra in $s$.
- `amplitude_force` applies the quotient rule to $w$ and $\tau_W$, then compares the results after clearing denominators.
- `pauli_force` solves the Euler equation for $v_P$ and subtracts the balances in its last line.

```lean
import Mathlib

open Finset

namespace DifferentialVirial

noncomputable section

variable {ι : Type*} [Fintype ι] {f ε : ι → ℝ} {φ : ι → ℝ → ℝ} {v n : ℝ → ℝ}

/-- A real, twice differentiable solution of the one-dimensional Schrödinger equation
`-φ''/2 + v φ = ε φ` in atomic units. -/
structure IsOrbital (v : ℝ → ℝ) (ε : ℝ) (φ : ℝ → ℝ) : Prop where
  diff : Differentiable ℝ φ
  diff_deriv : Differentiable ℝ (deriv φ)
  schrodinger : ∀ x, -deriv (deriv φ) x / 2 + v x * φ x = ε * φ x

/-- The density `n = ∑ f_i φ_i²` of orbitals `φ_i` with occupations `f_i`. -/
def density (f : ι → ℝ) (φ : ι → ℝ → ℝ) (x : ℝ) : ℝ := ∑ i, f i * φ i x ^ 2

/-- The kinetic energy density `τ = ∑ f_i φ_i'² / 2`. -/
def kinetic (f : ι → ℝ) (φ : ι → ℝ → ℝ) (x : ℝ) : ℝ := ∑ i, f i * deriv (φ i) x ^ 2 / 2

/-- The von Weizsäcker kinetic energy density `n'² / (8 n)`, meant for `n x ≠ 0`. -/
def weizsacker (n : ℝ → ℝ) (x : ℝ) : ℝ := deriv n x ^ 2 / (8 * n x)

/-- The amplitude term `(√n)'' / (2 √n)`, meant for positive densities. -/
def amplitudeTerm (n : ℝ → ℝ) (x : ℝ) : ℝ :=
  deriv (deriv fun y => Real.sqrt (n y)) x / (2 * Real.sqrt (n x))

/-- The derivative of the square of a differentiable function `g` is `2 g g'`. -/
private theorem hasDerivAt_sq {g : ℝ → ℝ} {g' x : ℝ} (h : HasDerivAt g g' x) :
    HasDerivAt (fun y => g y ^ 2) (2 * g x * g') x := by
  simpa using h.fun_pow 2

/-- For solutions of the Schrödinger equation, `τ' = ∑ 2 f_i (v - ε_i) φ_i φ_i'`. -/
theorem hasDerivAt_kinetic (h : ∀ i, IsOrbital v (ε i) (φ i)) (x : ℝ) :
    HasDerivAt (kinetic f φ)
      (∑ i, 2 * f i * ((v x - ε i) * φ i x * deriv (φ i) x)) x := by
  have h2 := HasDerivAt.fun_sum (u := (univ : Finset ι)) (fun i _ =>
    ((hasDerivAt_sq ((h i).diff_deriv x).hasDerivAt).const_mul (f i)).div_const 2)
  refine h2.congr_deriv (sum_congr rfl fun i _ => ?_)
  linear_combination (-2 * f i * deriv (φ i) x) * (h i).schrodinger x

/-- For differentiable orbitals, `n' = ∑ 2 f_i φ_i φ_i'`. -/
theorem hasDerivAt_density (h : ∀ i, Differentiable ℝ (φ i)) (x : ℝ) :
    HasDerivAt (density f φ) (∑ i, 2 * f i * (φ i x * deriv (φ i) x)) x := by
  have h1 := HasDerivAt.fun_sum (u := (univ : Finset ι)) (fun i _ =>
    (hasDerivAt_sq (h i x).hasDerivAt).const_mul (f i))
  exact h1.congr_deriv (sum_congr rfl fun i _ => by ring)

/-- For solutions of the Schrödinger equation, `n'' = 4 τ + ∑ 4 f_i (v - ε_i) φ_i²`. -/
theorem hasDerivAt_deriv_density (h : ∀ i, IsOrbital v (ε i) (φ i)) (x : ℝ) :
    HasDerivAt (deriv (density f φ))
      (4 * kinetic f φ x + ∑ i, 4 * f i * ((v x - ε i) * φ i x ^ 2)) x := by
  rw [show deriv (density f φ) = fun y => ∑ i, 2 * f i * (φ i y * deriv (φ i) y) from
    funext fun y => (hasDerivAt_density (fun i => (h i).diff) y).deriv]
  have h2 := HasDerivAt.fun_sum (u := (univ : Finset ι)) (fun i _ =>
    (((h i).diff x).hasDerivAt.fun_mul ((h i).diff_deriv x).hasDerivAt).const_mul (2 * f i))
  refine h2.congr_deriv ?_
  simp only [kinetic, mul_sum, ← sum_add_distrib]
  refine sum_congr rfl fun i _ => ?_
  linear_combination (-4 * f i * φ i x) * (h i).schrodinger x

/-- For a differentiable potential and solutions of its Schrödinger equation, `n''` is
differentiable and `n''' = 4 n v' + 8 τ'`. -/
theorem hasDerivAt_deriv2_density (hv : Differentiable ℝ v)
    (h : ∀ i, IsOrbital v (ε i) (φ i)) (x : ℝ) :
    HasDerivAt (deriv (deriv (density f φ)))
      (4 * (density f φ x * deriv v x) + 8 * deriv (kinetic f φ) x) x := by
  rw [show deriv (deriv (density f φ)) = fun y => 4 * kinetic f φ y +
      ∑ i, 4 * f i * ((v y - ε i) * φ i y ^ 2) from
    funext fun y => (hasDerivAt_deriv_density h y).deriv]
  have h1 := (hasDerivAt_kinetic (f := f) h x).const_mul 4
  have h2 := HasDerivAt.fun_sum (u := (univ : Finset ι)) (fun i _ =>
    (((hv x).hasDerivAt.sub_const (ε i)).fun_mul
      (hasDerivAt_sq ((h i).diff x).hasDerivAt)).const_mul (4 * f i))
  refine (h1.fun_add h2).congr_deriv ?_
  rw [(hasDerivAt_kinetic h x).deriv]
  simp only [density, mul_sum, sum_mul, ← sum_add_distrib]
  exact sum_congr rfl fun i _ => by ring

/-- **Differential virial theorem**: for a differentiable potential and finitely many real
solutions of its Schrödinger equation, `n v' = n'''/4 - 2 τ'` at every point. -/
theorem differential_virial (hv : Differentiable ℝ v)
    (h : ∀ i, IsOrbital v (ε i) (φ i)) (x : ℝ) :
    density f φ x * deriv v x =
      deriv (deriv (deriv (density f φ))) x / 4 - 2 * deriv (kinetic f φ) x := by
  rw [(hasDerivAt_deriv2_density hv h x).deriv]
  ring

/-- For a positive, twice differentiable density,
`(√n)''/(2√n) = n''/(4n) - n'²/(8n²)`. -/
theorem amplitudeTerm_eq (hn : ∀ x, 0 < n x) (h1 : Differentiable ℝ n)
    (h2 : Differentiable ℝ (deriv n)) (x : ℝ) :
    amplitudeTerm n x = deriv (deriv n) x / (4 * n x) - deriv n x ^ 2 / (8 * n x ^ 2) := by
  have e : deriv (fun y => Real.sqrt (n y)) = fun y => deriv n y / (2 * Real.sqrt (n y)) :=
    funext fun y => ((h1 y).hasDerivAt.sqrt (hn y).ne').deriv
  have hs : 0 < Real.sqrt (n x) := Real.sqrt_pos.mpr (hn x)
  have d := (h2 x).hasDerivAt.fun_div
    (((h1 x).hasDerivAt.sqrt (hn x).ne').const_mul 2) (by positivity)
  -- the remaining algebra, with `s = √n`
  have key : ∀ s N a b : ℝ, 0 < s → s ^ 2 = N →
      (b * (2 * s) - a * (2 * (a / (2 * s)))) / (2 * s) ^ 2 / (2 * s) =
        b / (4 * N) - a ^ 2 / (8 * N ^ 2) := by
    intro s N a b hs hN
    subst hN
    field_simp
    ring
  rw [amplitudeTerm, e, d.deriv]
  exact key _ _ _ _ hs (Real.sq_sqrt (hn x).le)

/-- For a positive, three times differentiable density, the amplitude term `w = (√n)''/(2√n)`
and the von Weizsäcker density `τ_W` are differentiable, and `n w' = n'''/4 - 2 τ_W'`. -/
theorem amplitude_force (hn : ∀ x, 0 < n x) (h1 : Differentiable ℝ n)
    (h2 : Differentiable ℝ (deriv n)) (h3 : Differentiable ℝ (deriv (deriv n))) (x : ℝ) :
    DifferentiableAt ℝ (amplitudeTerm n) x ∧ DifferentiableAt ℝ (weizsacker n) x ∧
      n x * deriv (amplitudeTerm n) x =
        deriv (deriv (deriv n)) x / 4 - 2 * deriv (weizsacker n) x := by
  have hx := (hn x).ne'
  have dn := (h1 x).hasDerivAt
  have dW : HasDerivAt (weizsacker n) _ x :=
    (hasDerivAt_sq (h2 x).hasDerivAt).fun_div (dn.const_mul 8) (mul_ne_zero (by norm_num) hx)
  have dA := ((h3 x).hasDerivAt.fun_div (dn.const_mul 4)
    (mul_ne_zero (by norm_num) hx)).fun_sub ((hasDerivAt_sq (h2 x).hasDerivAt).fun_div
      ((hasDerivAt_sq dn).const_mul 8) (mul_ne_zero (by norm_num) (pow_ne_zero 2 hx)))
  rw [← show amplitudeTerm n = _ from funext (amplitudeTerm_eq hn h1 h2)] at dA
  refine ⟨dA.differentiableAt, dW.differentiableAt, ?_⟩
  rw [dA.deriv, dW.deriv]
  field_simp
  ring

/-- **Pauli force**: for a differentiable potential `v` and finitely many real solutions of its
Schrödinger equation with `n > 0` everywhere, if `v + v_P = μ + (√n)''/(2√n)`, then `v_P` is
differentiable and `n v_P' = 2 (τ - n'²/(8n))'`. -/
theorem pauli_force {vP : ℝ → ℝ} {μ : ℝ} (hv : Differentiable ℝ v)
    (h : ∀ i, IsOrbital v (ε i) (φ i)) (hn : ∀ x, 0 < density f φ x)
    (hP : ∀ x, v x + vP x = μ + amplitudeTerm (density f φ) x) (x : ℝ) :
    DifferentiableAt ℝ vP x ∧ density f φ x * deriv vP x =
      2 * deriv (fun y => kinetic f φ y - weizsacker (density f φ) y) x := by
  obtain ⟨dA, dW, force⟩ := amplitude_force hn
    (fun y => (hasDerivAt_density (fun i => (h i).diff) y).differentiableAt)
    (fun y => (hasDerivAt_deriv_density h y).differentiableAt)
    (fun y => (hasDerivAt_deriv2_density hv h y).differentiableAt) x
  have e : vP = fun y => μ + amplitudeTerm (density f φ) y - v y :=
    funext fun y => by linarith [hP y]
  have dP := (dA.hasDerivAt.const_add μ).fun_sub (hv x).hasDerivAt
  rw [← e] at dP
  have dT := (hasDerivAt_kinetic (f := f) h x).differentiableAt.hasDerivAt.fun_sub dW.hasDerivAt
  refine ⟨dP.differentiableAt, ?_⟩
  -- subtract the two force balances
  rw [dP.deriv, dT.deriv]
  linear_combination force - differential_virial (f := f) hv h x

/-- The two functions `exp(-x²/2)` and `x exp(-x²/2)`. -/
def oscillator : Fin 2 → ℝ → ℝ :=
  ![fun x => Real.exp (-x ^ 2 / 2), fun x => x * Real.exp (-x ^ 2 / 2)]

/-- The functions `exp(-x²/2)` and `x exp(-x²/2)` solve the Schrödinger equation with
`v = x²/2` at energies `1/2` and `3/2`, and their density is positive everywhere. -/
theorem pauli_force_witness :
    IsOrbital (fun x => x ^ 2 / 2) (1 / 2) (oscillator 0) ∧
    IsOrbital (fun x => x ^ 2 / 2) (3 / 2) (oscillator 1) ∧
    ∀ x, 0 < density (fun _ => 1) oscillator x := by
  have mk : ∀ (e : ℝ) (g g' : ℝ → ℝ), (∀ x, HasDerivAt g (g' x) x) →
      (∀ x, HasDerivAt g' (2 * (x ^ 2 / 2 - e) * g x) x) →
      IsOrbital (fun x => x ^ 2 / 2) e g := by
    intro e g g' h1 h2
    have hg : deriv g = g' := funext fun x => (h1 x).deriv
    refine ⟨fun x => (h1 x).differentiableAt, ?_, fun x => ?_⟩
    · rw [hg]
      exact fun x => (h2 x).differentiableAt
    · rw [hg, (h2 x).deriv]
      ring
  have hg : ∀ x : ℝ, HasDerivAt (fun y : ℝ => Real.exp (-y ^ 2 / 2))
      (-x * Real.exp (-x ^ 2 / 2)) x := fun x =>
    ((hasDerivAt_sq (hasDerivAt_id' x)).fun_neg.div_const 2).exp.congr_deriv (by ring)
  refine ⟨mk _ _ (fun x => -x * Real.exp (-x ^ 2 / 2)) hg fun x => ?_,
    mk _ _ (fun x => (1 - x ^ 2) * Real.exp (-x ^ 2 / 2)) (fun x => ?_) fun x => ?_,
    fun x => ?_⟩
  · refine ((hasDerivAt_id' x).fun_neg.fun_mul (hg x)).congr_deriv ?_
    simp only [oscillator, Matrix.cons_val_zero]
    ring
  · exact ((hasDerivAt_id' x).fun_mul (hg x)).congr_deriv (by ring)
  · refine (((hasDerivAt_sq (hasDerivAt_id' x)).const_sub 1).fun_mul (hg x)).congr_deriv ?_
    simp only [oscillator, Matrix.cons_val_one, Matrix.cons_val_fin_one]
    ring
  · have e : density (fun _ => 1) oscillator x =
        Real.exp (-x ^ 2 / 2) ^ 2 + (x * Real.exp (-x ^ 2 / 2)) ^ 2 := by
      simp [density, oscillator, Fin.sum_univ_two]
    rw [e]
    positivity

end

end DifferentialVirial
```

```lean
#print axioms DifferentialVirial.pauli_force
-- 'DifferentialVirial.pauli_force' depends on axioms: [propext, Classical.choice, Quot.sound]
```

## Smooth potentials, positive densities and the whole line

The objects in the file correspond to the physics as follows.

| Lean | Meaning |
|---|---|
| `ι` | finite set of orbital labels |
| `f`, `ε`, `φ`, `v` | occupations, energies, orbitals, potential |
| `IsOrbital v (ε i) (φ i)` | $\phi_i$ is twice differentiable and solves its Schrödinger equation at every $x$ |
| `density f φ`, `kinetic f φ` | $n$, $\tau$ |
| `weizsacker n`, `amplitudeTerm n` | $\tau_W$, $w$ |
| `vP`, `μ` | $v_P$, $\mu$ |

In words, `differential_virial` says that for every differentiable `v` and every finite family satisfying `IsOrbital`, the first balance holds at each real `x`. `pauli_force` adds the hypotheses `hn`, positivity of the density everywhere, and `hP`, the Euler equation at every point. It concludes that `vP` is differentiable at each `x` and that the second balance holds there. Lean's `deriv` returns zero where a function has no derivative, so the `HasDerivAt` lemmas and the differentiability conclusions are what make these equations statements about genuine derivatives.

The hypotheses are weak in several respects. The orbitals need not be normalised, orthogonal or square-integrable, and they need not be the lowest states. Occupations may be fractional, or equal to 2 for a doubly occupied spatial orbital. The first balance even allows negative occupations and an empty family; in the second, positivity of $n$ rules out the empty family. For a single orbital with positive density, $\tau=\tau_W$, so the Pauli potential is constant.

Other restrictions matter when the identities are applied in a code:

- **Potential.** `v` must be differentiable on the whole line. Steps, delta functions and the bare $-1/|x|$ potential are not covered, and neither are hard walls.
- **Orbitals.** They are real. A complex stationary solution $\phi$, such as a Bloch function, can be entered through its real and imaginary parts: both solve the same equation, and as two orbitals with the same energy and occupation $f$ they contribute $f|\phi|^2$ to $n$ and $\tfrac12 f|\phi'|^2$ to $\tau$. Time-dependent states are not covered.
- **Density.** The Pauli force requires $n>0$ at every point. An occupied nodeless orbital ensures this when all occupations are non-negative and its own is positive.
- **Pauli potential.** `vP` is any function satisfying the Euler equation. The file does not construct it as the functional derivative of a Pauli kinetic energy, nor does it derive the Euler equation from a variational principle.
- **Numerics.** The theorems concern functions of a continuous variable. They give no error bound for a finite-difference or basis-set calculation.

`pauli_force_witness` supplies a concrete case with two orbitals. In the potential $v=x^2/2$, the functions $e^{-x^2/2}$ and $x e^{-x^2/2}$ are solutions at energies $1/2$ and $3/2$. With unit weights their density is $(1+x^2)e^{-x^2}$, which is positive everywhere. These functions are not normalised. The normalised orbitals are $\pi^{-1/4}e^{-x^2/2}$ and $\sqrt2\,\pi^{-1/4}x e^{-x^2/2}$, and with one particle in each the density is $\pi^{-1/2}(1+2x^2)e^{-x^2}$. In the file's notation, this density corresponds to weights $\pi^{-1/2}$ and $2\pi^{-1/2}$ on the unnormalised functions, a choice that the general theorems also allow.
